# For a normalised projector $b$, the commutator of $D\,|b\rangle\langle b|$ with position has norm $|D|\sigma$

When I compute optical matrix elements with a norm-conserving pseudopotential, I use $p/m$ for the velocity and drop the term $\frac{i}{\hbar}[V,X]$ that comes from the nonlocal part $V$. I would like to put a number on what I dropped. The obvious estimate, $\|[V,X]\|\le 2\|V\|\,\|X\|$, worries me: $\|X\|$ grows with the simulation box, and it changes if I move the origin. Does an atom far from the origin really give a larger error than the same atom at the origin?

## The origin cancels and the projector's width remains

No. For one separable term $V=D\,|b\rangle\langle b|$, with real strength $D$ and $\|b\|=1$, the commutator has norm exactly $|D|\sigma$, where $\sigma$ is the standard deviation of position in the state $b$. The error in any velocity matrix element between normalised states is therefore at most $|D|\sigma/\hbar$, for a single projector and a bounded position operator. Whether that is small compared with the matrix element of $p/m$ has to be judged case by case.

Let the inner product be linear in its second argument, and let $X$ be symmetric. Then $\mu=\langle b,Xb\rangle$ is real, because $\overline{\langle b,Xb\rangle}=\langle Xb,b\rangle=\langle b,Xb\rangle$. Define the deviation vector $w=Xb-\mu b$. It is orthogonal to $b$:

$$\langle b,w\rangle=\mu-\mu\|b\|^2=0.$$

Its squared length is the variance, since the $\mu b$ in the first slot contributes nothing:

$$\|w\|^2=\langle Xb,w\rangle=\langle Xb,Xb\rangle-\mu\langle Xb,b\rangle=\langle b,X^2b\rangle-\mu^2=\sigma^2.$$

Now apply the commutator to a vector $v$ and insert $Xb=w+\mu b$:

$$[V,X]v=D\big(\langle Xb,v\rangle b-\langle b,v\rangle Xb\big)=D\big(\langle w,v\rangle b-\langle b,v\rangle w\big).$$

The two terms $\mu\langle b,v\rangle b$ cancel. This is where the atom's distance from the origin disappears.

For the upper bound, write $v=\beta b+u$ with $\beta=\langle b,v\rangle$ and $u\perp b$, so that $\|v\|^2=|\beta|^2+\|u\|^2$. Since $w\perp b$, we have $\langle w,v\rangle=\langle w,u\rangle$. Pythagoras and then Cauchy–Schwarz give

$$\|\langle w,v\rangle b-\beta w\|^2=|\langle w,u\rangle|^2+|\beta|^2\|w\|^2\le\|w\|^2\big(\|u\|^2+|\beta|^2\big)=\|w\|^2\|v\|^2.$$

Hence $\|[V,X]\|\le|D|\sigma$. The choice $v=b$ gives $[V,X]b=-Dw$, of length $|D|\sigma$, so the bound is attained.

On a grid with coordinates $x_j$, the weights $|b_j|^2$ sum to one and

$$\sigma^2=\sum_j x_j^2|b_j|^2-\Big(\sum_j x_j|b_j|^2\Big)^2.$$

Suppose $b_j$ vanishes unless $|x_j-R|\le r$, where $R$ is the atom's coordinate and $r$ its core radius. Then

$$\sigma^2+(\mu-R)^2=\sum_j(x_j-R)^2|b_j|^2\le r^2,$$

so $\sigma\le r$ and the commutator has norm at most $|D|r$, wherever the atom sits. When an atom moves relative to a fixed grid, its sampled projector and hence $\sigma$ may change slightly. If the sampled projector is normalised at each position and $D$ is kept fixed, the bound $|D|r$ stays the same; if normalising it changes the strength, the new $D$ must be used.

## Operators and grid in the Lean statement

The space `E` is any complex inner product space, of finite or infinite dimension. Both $V$ and $X$ are continuous linear maps, `E →L[ℂ] E`, so the norm in the theorem is the operator norm. The potential `nonlocalPotential D b` sends $v$ to $D\langle b,v\rangle b$, and `nonlocalCommutator D b X` is $VX-XV$, with `*` meaning composition.

The main theorem, `norm_nonlocalCommutator`, has two hypotheses. `hX` says that $X$ is symmetric, as a position observable should be, and `hb` says that the projector is normalised. If your code stores an unnormalised projector, divide it by its norm and multiply the strength by the norm squared. The definitions `mean` and `variance` take real parts of expectation values, which loses nothing for symmetric $X$. The variance is proved to be a squared length, so the square root is the genuine standard deviation.

For the grid theorems the space is `EuclideanSpace ℂ ι`, with one component for each point of a finite set `ι`, and `position x` multiplies component $j$ by the real number $x_j$. The points may form a three-dimensional grid, with $x_j$ one Cartesian coordinate of point $j$. The squared norm is the plain sum of $|b_j|^2$, so the square root of the volume element must be absorbed into $b$. In `norm_nonlocalCommutator_le_core`, the hypothesis `hr` expresses the finite range of the projector and constrains only points where `b j ≠ 0`.

Two further theorems concern special cases. `nonlocalCommutator_eq_zero_iff` says that the correction vanishes exactly when $D=0$ or $Xb=\mu b$; on a grid, the latter means that all points carrying the projector share one coordinate $x_j$. `nonlocalCommutator_shift` says that adding a constant to $X$ leaves the commutator unchanged, and it needs neither symmetry nor normalisation.

The model has one projector and a bounded $X$. The unbounded position operator on all of space and the position problem in a periodic crystal need separate treatment. The relation between velocity and commutator, with its factor $1/\hbar$, is physics added to the theorem.

```lean
import Mathlib

open scoped InnerProductSpace

namespace NonlocalVelocityCorrection

noncomputable section

variable {E : Type*} [NormedAddCommGroup E] [InnerProductSpace ℂ E]

/-- The separable nonlocal pseudopotential `D |b⟩⟨b|` with strength `D` and projector `b`. -/
def nonlocalPotential (D : ℝ) (b : E) : E →L[ℂ] E :=
  (D : ℂ) • ContinuousLinearMap.smulRight (innerSL ℂ b) b

/-- The commutator `[V, X]` of the nonlocal potential `V = D |b⟩⟨b|` with the operator `X`. -/
def nonlocalCommutator (D : ℝ) (b : E) (X : E →L[ℂ] E) : E →L[ℂ] E :=
  nonlocalPotential D b * X - X * nonlocalPotential D b

/-- The real part of the expectation value `⟨b, X b⟩`. -/
def mean (X : E →L[ℂ] E) (b : E) : ℝ := (⟪b, X b⟫_ℂ).re

/-- The variance `σ² = ⟨b, X² b⟩ - ⟨b, X b⟩²`, formed with the real parts of the two
expectation values. -/
def variance (X : E →L[ℂ] E) (b : E) : ℝ := (⟪b, X (X b)⟫_ℂ).re - mean X b ^ 2

/-- The deviation vector `X b - μ b`, where `μ = mean X b` is the real part of `⟨b, X b⟩`. -/
def deviation (X : E →L[ℂ] E) (b : E) : E := X b - (mean X b : ℂ) • b

/-- For symmetric `X` and a unit vector `b`, the expectation value of `X` is real and the
deviation vector is orthogonal to `b`. -/
theorem mean_real_and_deviation_orthogonal {X : E →L[ℂ] E} {b : E}
    (hX : (X : E →ₗ[ℂ] E).IsSymmetric) (hb : ‖b‖ = 1) :
    ⟪b, X b⟫_ℂ = (mean X b : ℂ) ∧ ⟪b, deviation X b⟫_ℂ = 0 := by
  have h : ∀ u v, ⟪X u, v⟫_ℂ = ⟪u, X v⟫_ℂ := hX
  have hm : ⟪b, X b⟫_ℂ = (mean X b : ℂ) :=
    (Complex.conj_eq_iff_re.mp ((inner_conj_symm (X b) b).trans (h b b))).symm
  refine ⟨hm, ?_⟩
  rw [deviation, inner_sub_right, inner_smul_right, inner_self_eq_norm_sq_to_K, hb, hm]
  simp

/-- For symmetric `X` and a unit vector `b`, the variance is the squared length of the
deviation vector. -/
theorem variance_eq_norm_sq {X : E →L[ℂ] E} {b : E}
    (hX : (X : E →ₗ[ℂ] E).IsSymmetric) (hb : ‖b‖ = 1) :
    variance X b = ‖deviation X b‖ ^ 2 := by
  have h : ∀ u v, ⟪X u, v⟫_ℂ = ⟪u, X v⟫_ℂ := hX
  obtain ⟨hm, ho⟩ := mean_real_and_deviation_orthogonal hX hb
  have e : ⟪deviation X b, deviation X b⟫_ℂ
      = ⟪b, X (X b)⟫_ℂ - (mean X b : ℂ) * (mean X b : ℂ) := by
    calc ⟪deviation X b, deviation X b⟫_ℂ
        = ⟪X b - (mean X b : ℂ) • b, deviation X b⟫_ℂ := rfl
      _ = ⟪X b, deviation X b⟫_ℂ := by
        rw [inner_sub_left, inner_smul_left, ho, mul_zero, sub_zero]
      _ = _ := by
        rw [deviation, inner_sub_right, inner_smul_right, h b (X b), h b b, hm]
  have n : (⟪deviation X b, deviation X b⟫_ℂ).re = ‖deviation X b‖ ^ 2 :=
    inner_self_eq_norm_sq (𝕜 := ℂ) (deviation X b)
  rw [← n, e]
  simp [variance, sq]

/-- For a unit vector `b` and `w` orthogonal to it, the operator `|b⟩⟨w| - |w⟩⟨b|` stretches
no vector by more than `‖w‖`. -/
theorem exchange_bound {b w : E} (hb : ‖b‖ = 1) (hw : ⟪b, w⟫_ℂ = 0) (v : E) :
    ‖⟪w, v⟫_ℂ • b - ⟪b, v⟫_ℂ • w‖ ≤ ‖w‖ * ‖v‖ := by
  have pyth : ∀ x y : E, ⟪x, y⟫_ℂ = 0 → ‖x + y‖ ^ 2 = ‖x‖ ^ 2 + ‖y‖ ^ 2 := by
    intro x y h
    rw [norm_add_sq (𝕜 := ℂ), h]
    simp
  have hwb : ⟪w, b⟫_ℂ = 0 := by rw [← inner_conj_symm, hw, map_zero]
  -- split off the part `u` of `v` orthogonal to `b`
  obtain ⟨u, hu⟩ : ∃ u, u = v - ⟪b, v⟫_ℂ • b := ⟨_, rfl⟩
  have hbu : ⟪b, u⟫_ℂ = 0 := by
    rw [hu, inner_sub_right, inner_smul_right, inner_self_eq_norm_sq_to_K, hb]
    simp
  have hwu : ⟪w, v⟫_ℂ = ⟪w, u⟫_ℂ := by
    rw [hu, inner_sub_right, inner_smul_right, hwb, mul_zero, sub_zero]
  have hv : ‖v‖ ^ 2 = ‖⟪b, v⟫_ℂ‖ ^ 2 + ‖u‖ ^ 2 := by
    have h := pyth (⟪b, v⟫_ℂ • b) u (by rw [inner_smul_left, hbu, mul_zero])
    have hs : ⟪b, v⟫_ℂ • b + u = v := by rw [hu]; abel
    rwa [hs, norm_smul, hb, mul_one] at h
  have hn : ‖⟪w, v⟫_ℂ • b - ⟪b, v⟫_ℂ • w‖ ^ 2
      = ‖⟪w, v⟫_ℂ‖ ^ 2 + ‖⟪b, v⟫_ℂ‖ ^ 2 * ‖w‖ ^ 2 := by
    rw [sub_eq_add_neg, pyth _ _ (by
      rw [inner_neg_right, inner_smul_left, inner_smul_right, hw]; simp),
      norm_neg, norm_smul, norm_smul, hb]
    ring
  have hcs : ‖⟪w, v⟫_ℂ‖ ≤ ‖w‖ * ‖u‖ := by
    rw [hwu]
    exact norm_inner_le_norm w u
  have hsq := pow_le_pow_left₀ (norm_nonneg _) hcs 2
  refine (pow_le_pow_iff_left₀ (norm_nonneg _) (by positivity) two_ne_zero).mp ?_
  rw [hn, mul_pow, hv]
  nlinarith [hsq]

/-- For symmetric `X`, the commutator acts as `D (|b⟩⟨w| - |w⟩⟨b|)`, where `w` is the
deviation vector. -/
theorem nonlocalCommutator_apply {X : E →L[ℂ] E} (hX : (X : E →ₗ[ℂ] E).IsSymmetric)
    (D : ℝ) (b v : E) :
    nonlocalCommutator D b X v
      = (D : ℂ) • (⟪deviation X b, v⟫_ℂ • b - ⟪b, v⟫_ℂ • deviation X b) := by
  have h : ∀ u v, ⟪X u, v⟫_ℂ = ⟪u, X v⟫_ℂ := hX
  have hl : nonlocalCommutator D b X v
      = (D : ℂ) • (⟪b, X v⟫_ℂ • b) - X ((D : ℂ) • (⟪b, v⟫_ℂ • b)) := rfl
  have hd : ⟪deviation X b, v⟫_ℂ = ⟪b, X v⟫_ℂ - (mean X b : ℂ) * ⟪b, v⟫_ℂ := by
    rw [deviation, inner_sub_left, inner_smul_left, h, Complex.conj_ofReal]
  rw [hl, hd, map_smul, map_smul, deviation]
  module

/-- For symmetric `X` and a unit projector `b`, the commutator `[D |b⟩⟨b|, X]` has operator
norm `|D| σ`: projector strength times projector width. -/
theorem norm_nonlocalCommutator {X : E →L[ℂ] E} {b : E}
    (hX : (X : E →ₗ[ℂ] E).IsSymmetric) (hb : ‖b‖ = 1) (D : ℝ) :
    ‖nonlocalCommutator D b X‖ = |D| * √(variance X b) := by
  obtain ⟨-, ho⟩ := mean_real_and_deviation_orthogonal hX hb
  rw [variance_eq_norm_sq hX hb, Real.sqrt_sq (norm_nonneg _)]
  apply le_antisymm
  · refine ContinuousLinearMap.opNorm_le_bound _ (by positivity) fun v => ?_
    rw [nonlocalCommutator_apply hX, norm_smul, Complex.norm_real, Real.norm_eq_abs, mul_assoc]
    exact mul_le_mul_of_nonneg_left (exchange_bound hb ho v) (abs_nonneg D)
  · -- the projector itself attains the bound
    have hdb : ⟪deviation X b, b⟫_ℂ = 0 := by rw [← inner_conj_symm, ho, map_zero]
    have hbb : ⟪b, b⟫_ℂ = 1 := by
      rw [inner_self_eq_norm_sq_to_K, hb]
      simp
    have h := (nonlocalCommutator D b X).le_opNorm b
    rwa [nonlocalCommutator_apply hX, hdb, hbb, zero_smul, one_smul, zero_sub, norm_smul,
      norm_neg, Complex.norm_real, Real.norm_eq_abs, hb, mul_one] at h

/-- For symmetric `X` and a unit projector `b`, the commutator vanishes exactly when the
strength is zero or `b` is an eigenvector of `X`, with its mean as eigenvalue. -/
theorem nonlocalCommutator_eq_zero_iff {X : E →L[ℂ] E} {b : E}
    (hX : (X : E →ₗ[ℂ] E).IsSymmetric) (hb : ‖b‖ = 1) (D : ℝ) :
    nonlocalCommutator D b X = 0 ↔ D = 0 ∨ X b = (mean X b : ℂ) • b := by
  rw [← norm_eq_zero, norm_nonlocalCommutator hX hb, variance_eq_norm_sq hX hb,
    Real.sqrt_sq (norm_nonneg _), mul_eq_zero, abs_eq_zero, norm_eq_zero, deviation, sub_eq_zero]

/-- Shifting the origin of position by a constant `a` leaves the commutator unchanged. -/
theorem nonlocalCommutator_shift (D a : ℝ) (b : E) (X : E →L[ℂ] E) :
    nonlocalCommutator D b (X + (a : ℂ) • (1 : E →L[ℂ] E)) = nonlocalCommutator D b X := by
  unfold nonlocalCommutator
  rw [mul_add, add_mul, mul_smul_comm, smul_mul_assoc, mul_one, one_mul]
  abel

variable {ι : Type*} [Fintype ι]

/-- The position operator `diag(x_j)` on a finite grid with real coordinates `x_j`. -/
def position (x : ι → ℝ) : EuclideanSpace ℂ ι →L[ℂ] EuclideanSpace ℂ ι :=
  LinearMap.toContinuousLinearMap
    { toFun := fun v => WithLp.toLp 2 fun j => (x j : ℂ) * v j
      map_add' := fun u v => by ext j; simp [mul_add]
      map_smul' := fun c v => by ext j; simp [mul_left_comm] }

/-- The grid position operator is symmetric. -/
theorem position_isSymmetric (x : ι → ℝ) :
    (position x : EuclideanSpace ℂ ι →ₗ[ℂ] EuclideanSpace ℂ ι).IsSymmetric := by
  intro u v
  have happ : ∀ (v : EuclideanSpace ℂ ι) j, position x v j = (x j : ℂ) * v j := fun _ _ => rfl
  change ⟪position x u, v⟫_ℂ = ⟪u, position x v⟫_ℂ
  rw [PiLp.inner_apply, PiLp.inner_apply]
  refine Finset.sum_congr rfl fun j _ => ?_
  rw [happ, happ, RCLike.inner_apply, RCLike.inner_apply, map_mul, Complex.conj_ofReal]
  ring

/-- On a grid, the commutator of `D |b⟩⟨b|` with `diag(x_j)` has norm `|D|` times the standard
deviation of `x_j` under the weights `|b_j|²` of the unit projector `b`. -/
theorem norm_nonlocalCommutator_grid (x : ι → ℝ) {b : EuclideanSpace ℂ ι} (hb : ‖b‖ = 1)
    (D : ℝ) : ‖nonlocalCommutator D b (position x)‖
      = |D| * √(∑ j, x j ^ 2 * ‖b j‖ ^ 2 - (∑ j, x j * ‖b j‖ ^ 2) ^ 2) := by
  have hm : ∀ y : ι → ℝ, (⟪b, position y b⟫_ℂ).re = ∑ j, y j * ‖b j‖ ^ 2 := by
    intro y
    have happ : ∀ j, position y b j = (y j : ℂ) * b j := fun _ => rfl
    rw [PiLp.inner_apply, Complex.re_sum]
    refine Finset.sum_congr rfl fun j _ => ?_
    rw [happ, RCLike.inner_apply, mul_assoc, Complex.mul_conj, Complex.normSq_eq_norm_sq,
      ← Complex.ofReal_mul, Complex.ofReal_re]
  have h2 : position x (position x b) = position (fun j => x j ^ 2) b := by
    ext j
    change (x j : ℂ) * ((x j : ℂ) * b j) = ((x j ^ 2 : ℝ) : ℂ) * b j
    push_cast
    ring
  rw [norm_nonlocalCommutator (position_isSymmetric x) hb, variance, mean, h2, hm, hm]

/-- If the unit projector `b` is supported on grid points within distance `r` of an atom at
`R`, the commutator has norm at most `|D| r`, for every `R`. -/
theorem norm_nonlocalCommutator_le_core (x : ι → ℝ) {b : EuclideanSpace ℂ ι} (hb : ‖b‖ = 1)
    (D R r : ℝ) (hr : ∀ j, b j ≠ 0 → |x j - R| ≤ r) :
    ‖nonlocalCommutator D b (position x)‖ ≤ |D| * r := by
  have hp : ∑ j, ‖b j‖ ^ 2 = 1 := by
    rw [← EuclideanSpace.norm_sq_eq, hb, one_pow]
  have hr0 : 0 ≤ r := by
    by_contra h
    have hz : ∀ j, b j = 0 := fun j => by
      by_contra hj
      exact h ((abs_nonneg _).trans (hr j hj))
    simp [hz] at hp
  -- the second moment about the atom is at most `r ^ 2`
  have hle : ∑ j, (x j - R) ^ 2 * ‖b j‖ ^ 2 ≤ ∑ j, r ^ 2 * ‖b j‖ ^ 2 := by
    refine Finset.sum_le_sum fun j _ => ?_
    by_cases hj : b j = 0
    · simp [hj]
    · exact mul_le_mul_of_nonneg_right
        (sq_le_sq.mpr ((hr j hj).trans (le_abs_self r))) (sq_nonneg _)
  have he : ∑ j, (x j - R) ^ 2 * ‖b j‖ ^ 2 = ∑ j, x j ^ 2 * ‖b j‖ ^ 2
      - 2 * R * ∑ j, x j * ‖b j‖ ^ 2 + R ^ 2 * ∑ j, ‖b j‖ ^ 2 := by
    rw [Finset.mul_sum, Finset.mul_sum, ← Finset.sum_sub_distrib, ← Finset.sum_add_distrib]
    exact Finset.sum_congr rfl fun j _ => by ring
  rw [he, ← Finset.mul_sum, hp] at hle
  rw [norm_nonlocalCommutator_grid x hb]
  refine mul_le_mul_of_nonneg_left (Real.sqrt_le_iff.mpr ⟨hr0, ?_⟩) (abs_nonneg D)
  -- the variance is the smallest second moment
  nlinarith [sq_nonneg (∑ j, x j * ‖b j‖ ^ 2 - R)]

end

end NonlocalVelocityCorrection
```

```lean
#print axioms NonlocalVelocityCorrection.nonlocalCommutator_eq_zero_iff
#print axioms NonlocalVelocityCorrection.nonlocalCommutator_shift
#print axioms NonlocalVelocityCorrection.norm_nonlocalCommutator_le_core
```

```
'NonlocalVelocityCorrection.nonlocalCommutator_eq_zero_iff' depends on axioms: [propext, Classical.choice, Quot.sound]
'NonlocalVelocityCorrection.nonlocalCommutator_shift' depends on axioms: [propext, Classical.choice, Quot.sound]
'NonlocalVelocityCorrection.norm_nonlocalCommutator_le_core' depends on axioms: [propext, Classical.choice, Quot.sound]
```

## From the deviation vector to the norm

`mean_real_and_deviation_orthogonal` proves that $\mu$ is real and that $w\perp b$. `variance_eq_norm_sq` then computes $\langle w,w\rangle$ in the order used above: its `calc` block first removes the $\mu b$ in the left slot by orthogonality, then expands the right slot.

`exchange_bound` is the geometric estimate, stated for any $w$ orthogonal to a unit vector $b$. Its local statement `pyth` is Pythagoras, used once for $\|v\|^2$ (`hv`) and once for the image vector (`hn`). The replacement of $v$ by $u$ in the inner product is `hwu`, and Cauchy–Schwarz is `hcs`. The final `nlinarith` obtains the squared estimate from the squared Cauchy–Schwarz inequality.

`nonlocalCommutator_apply` is the formula for $[V,X]v$. Symmetry moves $X$ across the inner product, and `module` carries out the cancellation of the $\mu$ terms.

In `norm_nonlocalCommutator`, `le_antisymm` splits the equality into two inequalities. The upper one uses `opNorm_le_bound` with the geometric estimate; the lower one applies `le_opNorm` to the vector $b$. The vanishing criterion follows by reading off when $|D|\,\|w\|$ is zero.

On the grid, `position_isSymmetric` supplies the symmetry hypothesis. The local formula `hm` turns an expectation value into a weighted sum for any real coordinate function, so it serves for both $x_j$ and $x_j^2$. For the core bound, `hle` bounds the second moment about $R$, `he` expands it, and the last `nlinarith` uses $(\mu-R)^2\ge0$.

## Several atoms with separate projectors

The same formula gives a neighbouring result by hand. Take a finite grid and several normalised projectors $b_a$, one per atom $a$, with strengths $D_a$ and no grid point shared between their supports. Each deviation vector $w_a$ lives on the same points as $b_a$, because $X$ is diagonal. The individual commutators therefore act on mutually orthogonal blocks, and the norm of their sum is $\max_a|D_a|\sigma_a$. In this non-overlapping case, adding more atoms of the same kind, with the same strength and width, does not increase the norm.
